# A canonical purification step never lowers the purity of occupations in [0,1]

For occupations x_i in [0,1], at least one of them fractional, the canonical purification step conserves the electron count Σ x_i and changes the purity Σ x_i² by the squared length of the step plus a positive multiple of a weighted variance of the occupations. Both contributions are nonnegative, so the purity cannot fall.

```lean
import Mathlib

open Matrix

namespace CanonicalPurificationPurity

noncomputable section

variable {ι : Type*} [Fintype ι]

/-- The canonical purification parameter `c = ∑ (x² - x³) / ∑ (x - x²)` of a set of
occupations. -/
def canonicalParam (x : ι → ℝ) : ℝ :=
  (∑ i, (x i ^ 2 - x i ^ 3)) / ∑ i, (x i - x i ^ 2)

/-- One purification step with parameter `c`, acting on a single occupation `t`. -/
def purify (c t : ℝ) : ℝ := t + t * (1 - t) * (t - c) / max c (1 - c)

/-- The same purification step acting on a density matrix in an orthonormal basis. -/
def purifyMatrix {n : Type*} [Fintype n] [DecidableEq n] (c : ℝ) (P : Matrix n n ℂ) :
    Matrix n n ℂ :=
  P + (max c (1 - c))⁻¹ • (P * (1 - P) * (P - c • (1 : Matrix n n ℂ)))

/-- The denominator of the purification step is positive for every parameter `c`. -/
theorem denominator_pos (c : ℝ) : 0 < max c (1 - c) := by
  rcases lt_or_ge 0 c with h | h
  · exact lt_max_of_lt_left h
  · exact lt_max_of_lt_right (by linarith)

/-- A step conserves the electron count exactly when the deviations `x - c`, weighted by
`x (1 - x)`, sum to zero. -/
theorem count_conserved_iff_moment (c : ℝ) (x : ι → ℝ) :
    ∑ i, purify c (x i) = ∑ i, x i ↔ ∑ i, x i * (1 - x i) * (x i - c) = 0 := by
  have h : ∑ i, purify c (x i)
      = ∑ i, x i + (∑ i, x i * (1 - x i) * (x i - c)) / max c (1 - c) := by
    simp only [purify, Finset.sum_add_distrib, Finset.sum_div]
  rw [h]
  constructor
  · intro h1
    have h2 : (∑ i, x i * (1 - x i) * (x i - c)) / max c (1 - c) = 0 := by linarith
    exact (div_eq_zero_iff.mp h2).resolve_right (denominator_pos c).ne'
  · intro h1
    rw [h1, zero_div, add_zero]

/-- If `∑ (x - x²)` is nonzero, the canonical parameter is the only one for which the step
conserves the electron count. -/
theorem count_conserved_iff_param (c : ℝ) (x : ι → ℝ) (hD : ∑ i, (x i - x i ^ 2) ≠ 0) :
    ∑ i, purify c (x i) = ∑ i, x i ↔ c = canonicalParam x := by
  have h : ∑ i, x i * (1 - x i) * (x i - c)
      = ∑ i, (x i ^ 2 - x i ^ 3) - c * ∑ i, (x i - x i ^ 2) := by
    rw [Finset.mul_sum, ← Finset.sum_sub_distrib]
    exact Finset.sum_congr rfl fun i _ => by ring
  rw [count_conserved_iff_moment, h, canonicalParam, eq_div_iff hD]
  constructor <;> intro h1 <;> linarith

/-- For a step that conserves the electron count, the purity gain is `2 / max c (1 - c)` times the
sum of `x (1 - x) (x - c)²`, plus the squared length of the step. -/
theorem purity_gain (c : ℝ) (x : ι → ℝ) (hN : ∑ i, purify c (x i) = ∑ i, x i) :
    ∑ i, purify c (x i) ^ 2 - ∑ i, x i ^ 2
      = 2 / max c (1 - c) * ∑ i, x i * (1 - x i) * (x i - c) ^ 2
        + ∑ i, (purify c (x i) - x i) ^ 2 := by
  have h0 := (count_conserved_iff_moment c x).mp hN
  -- the two sides differ by a multiple of the vanishing first moment
  have key : ∑ i, purify c (x i) ^ 2 - ∑ i, x i ^ 2
      - (2 / max c (1 - c) * ∑ i, x i * (1 - x i) * (x i - c) ^ 2
        + ∑ i, (purify c (x i) - x i) ^ 2)
      = 2 * c / max c (1 - c) * ∑ i, x i * (1 - x i) * (x i - c) := by
    simp only [Finset.mul_sum, ← Finset.sum_add_distrib, ← Finset.sum_sub_distrib]
    refine Finset.sum_congr rfl fun i _ => ?_
    simp only [purify]
    ring
  rw [h0, mul_zero] at key
  linarith

/-- For occupations in `[0,1]`, not all zero or one, the canonical parameter is the unique one
conserving the electron count; its purity gain is a squared step length plus a positive multiple of
a weighted variance, and the purity does not decrease. -/
theorem canonical_purification_purity (x : ι → ℝ) (hx : ∀ i, 0 ≤ x i ∧ x i ≤ 1)
    (hfrac : ∃ i, 0 < x i ∧ x i < 1) :
    (∀ c, ∑ i, purify c (x i) = ∑ i, x i ↔ c = canonicalParam x) ∧
    (∑ i, purify (canonicalParam x) (x i) ^ 2 - ∑ i, x i ^ 2
      = 2 / max (canonicalParam x) (1 - canonicalParam x)
          * ∑ i, x i * (1 - x i) * (x i - canonicalParam x) ^ 2
        + ∑ i, (purify (canonicalParam x) (x i) - x i) ^ 2) ∧
    ∑ i, x i ^ 2 ≤ ∑ i, purify (canonicalParam x) (x i) ^ 2 := by
  have hD : 0 < ∑ i, (x i - x i ^ 2) := by
    obtain ⟨k, hk0, hk1⟩ := hfrac
    refine Finset.sum_pos' (fun i _ => ?_) ⟨k, Finset.mem_univ k, ?_⟩
    · nlinarith [mul_nonneg (hx i).1 (sub_nonneg.mpr (hx i).2)]
    · nlinarith [mul_pos hk0 (sub_pos.mpr hk1)]
  have hu := fun c => count_conserved_iff_param c x hD.ne'
  have hg := purity_gain (canonicalParam x) x ((hu _).mpr rfl)
  refine ⟨hu, hg, ?_⟩
  -- both contributions to the gain are nonnegative
  have h1 : 0 ≤ ∑ i, x i * (1 - x i) * (x i - canonicalParam x) ^ 2 :=
    Finset.sum_nonneg fun i _ =>
      mul_nonneg (mul_nonneg (hx i).1 (sub_nonneg.mpr (hx i).2)) (sq_nonneg _)
  have h2 : 0 ≤ ∑ i, (purify (canonicalParam x) (x i) - x i) ^ 2 :=
    Finset.sum_nonneg fun i _ => sq_nonneg _
  have h3 := mul_nonneg (div_pos two_pos (denominator_pos (canonicalParam x))).le h1
  linarith

/-- A count-conserving step on occupations in `[0,1]` strictly raises the purity exactly when
two fractional occupations differ. -/
theorem purity_strict_iff (c : ℝ) (x : ι → ℝ) (hx : ∀ i, 0 ≤ x i ∧ x i ≤ 1)
    (hN : ∑ i, purify c (x i) = ∑ i, x i) :
    ∑ i, x i ^ 2 < ∑ i, purify c (x i) ^ 2 ↔
      ∃ i j, (0 < x i ∧ x i < 1) ∧ (0 < x j ∧ x j < 1) ∧ x i ≠ x j := by
  have hw : ∀ i, 0 ≤ x i * (1 - x i) := fun i =>
    mul_nonneg (hx i).1 (sub_nonneg.mpr (hx i).2)
  have hint : ∀ i, ¬(0 < x i ∧ x i < 1) → x i * (1 - x i) = 0 := by
    intro i hi
    by_contra hne
    have h0 : x i ≠ 0 := fun h => hne (by rw [h]; ring)
    have h1 : x i ≠ 1 := fun h => hne (by rw [h]; ring)
    exact hi ⟨lt_of_le_of_ne (hx i).1 h0.symm, lt_of_le_of_ne (hx i).2 h1⟩
  constructor
  · intro hlt
    by_contra hno
    -- if all fractional occupations agree, they equal c and nothing moves
    have hfix : ∀ i, purify c (x i) = x i := by
      intro i
      by_cases hi : 0 < x i ∧ x i < 1
      · have hs : (∑ j, x j * (1 - x j)) * (x i - c) = 0 := by
          rw [← (count_conserved_iff_moment c x).mp hN, Finset.sum_mul]
          refine Finset.sum_congr rfl fun j _ => ?_
          by_cases hj : 0 < x j ∧ x j < 1
          · have hji : x j = x i := by
              by_contra hne
              exact hno ⟨j, i, hj, hi, hne⟩
            rw [hji]
          · rw [hint j hj, zero_mul, zero_mul]
        have hp : 0 < ∑ j, x j * (1 - x j) :=
          Finset.sum_pos' (fun j _ => hw j)
            ⟨i, Finset.mem_univ i, mul_pos hi.1 (sub_pos.mpr hi.2)⟩
        have hc : x i - c = 0 := (mul_eq_zero.mp hs).resolve_left hp.ne'
        rw [purify, hc, mul_zero, zero_div, add_zero]
      · rw [purify, hint i hi, zero_mul, zero_div, add_zero]
    simp only [hfix] at hlt
    exact lt_irrefl _ hlt
  · rintro ⟨i, j, hi, hj, hne⟩
    -- at least one of two different occupations differs from c
    have hk : ∃ k, (0 < x k ∧ x k < 1) ∧ x k - c ≠ 0 := by
      by_cases h : x i - c = 0
      · exact ⟨j, hj, fun h' => hne (by linarith)⟩
      · exact ⟨i, hi, h⟩
    obtain ⟨k, hk, hkc⟩ := hk
    have h1 : 0 < ∑ i, x i * (1 - x i) * (x i - c) ^ 2 :=
      Finset.sum_pos' (fun i _ => mul_nonneg (hw i) (sq_nonneg _))
        ⟨k, Finset.mem_univ k,
          mul_pos (mul_pos hk.1 (sub_pos.mpr hk.2)) (sq_pos_of_ne_zero hkc)⟩
    have h2 : 0 ≤ ∑ i, (purify c (x i) - x i) ^ 2 :=
      Finset.sum_nonneg fun i _ => sq_nonneg _
    have h3 := mul_pos (div_pos two_pos (denominator_pos c)) h1
    have hg := purity_gain c x hN
    linarith

/-- The purity-gain identity holds for traces of any complex square matrix whose trace is
conserved by the step. -/
theorem matrix_purity_gain {n : Type*} [Fintype n] [DecidableEq n] (c : ℝ)
    (P : Matrix n n ℂ) (hN : trace (purifyMatrix c P) = trace P) :
    trace (purifyMatrix c P * purifyMatrix c P) - trace (P * P)
      = (2 * (max c (1 - c))⁻¹) •
          trace (P * (1 - P) * (P - c • (1 : Matrix n n ℂ)) * (P - c • (1 : Matrix n n ℂ)))
        + trace ((purifyMatrix c P - P) * (purifyMatrix c P - P)) := by
  have hr : (max c (1 - c))⁻¹ ≠ 0 := inv_ne_zero (denominator_pos c).ne'
  unfold purifyMatrix at hN ⊢
  generalize (max c (1 - c))⁻¹ = r at hr hN ⊢
  generalize P * (1 - P) * (P - c • (1 : Matrix n n ℂ)) = G at hN ⊢
  -- trace conservation makes the correction G traceless
  have hG : trace G = 0 := by
    rw [trace_add, trace_smul] at hN
    exact (smul_eq_zero.mp (add_eq_left.mp hN)).resolve_left hr
  have e1 : G * (P - c • (1 : Matrix n n ℂ)) = G * P - c • G := by
    rw [mul_sub, mul_smul_comm, mul_one]
  have e2 : (P + r • G) * (P + r • G)
      = P * P + r • (P * G) + r • (G * P) + (r • G) * (r • G) := by
    rw [add_mul, mul_add, mul_add, mul_smul_comm r P G, smul_mul_assoc r G P]
    abel
  rw [e1, e2, add_sub_cancel_left, trace_add, trace_add, trace_add, trace_sub,
    trace_smul r (P * G), trace_smul r (G * P), trace_smul c G, hG, trace_mul_comm P G]
  simp only [Complex.real_smul, Complex.ofReal_mul, Complex.ofReal_ofNat]
  ring

/-- For the two-level density matrix `diag(1/4, 3/4)` and `c = 1/2`, the step gives
`diag(5/32, 27/32)` and conserves the trace. -/
theorem matrix_purity_gain_witness :
    purifyMatrix (1 / 2) !![(1 / 4 : ℂ), 0; 0, 3 / 4] = !![(5 / 32 : ℂ), 0; 0, 27 / 32] ∧
    trace (purifyMatrix (1 / 2) !![(1 / 4 : ℂ), 0; 0, 3 / 4])
      = trace !![(1 / 4 : ℂ), 0; 0, 3 / 4] := by
  have hm : (max (1 / 2 : ℝ) (1 - 1 / 2))⁻¹ = 2 := by norm_num
  have h : purifyMatrix (1 / 2) !![(1 / 4 : ℂ), 0; 0, 3 / 4]
      = !![(5 / 32 : ℂ), 0; 0, 27 / 32] := by
    -- evaluate the two factors 1 - P and P - c before multiplying
    have h1 : (1 : Matrix (Fin 2) (Fin 2) ℂ) - !![(1 / 4 : ℂ), 0; 0, 3 / 4]
        = !![(3 / 4 : ℂ), 0; 0, 1 / 4] := by
      ext i j
      fin_cases i <;> fin_cases j <;> simp <;> norm_num
    have h2 : !![(1 / 4 : ℂ), 0; 0, 3 / 4] - (1 / 2 : ℝ) • (1 : Matrix (Fin 2) (Fin 2) ℂ)
        = !![(-1 / 4 : ℂ), 0; 0, 1 / 4] := by
      ext i j
      fin_cases i <;> fin_cases j <;> simp [Complex.real_smul] <;> norm_num
    unfold purifyMatrix
    rw [hm, h1, h2, Matrix.mul_fin_two, Matrix.mul_fin_two]
    ext i j
    fin_cases i <;> fin_cases j <;> simp [Complex.real_smul] <;> norm_num
  refine ⟨h, ?_⟩
  rw [h, trace_fin_two, trace_fin_two]
  norm_num

end

end CanonicalPurificationPurity
```

```lean
#print axioms CanonicalPurificationPurity.canonical_purification_purity
#print axioms CanonicalPurificationPurity.purity_strict_iff
#print axioms CanonicalPurificationPurity.matrix_purity_gain
```

```
'CanonicalPurificationPurity.canonical_purification_purity' depends on axioms: [propext, Classical.choice, Quot.sound]
'CanonicalPurificationPurity.purity_strict_iff' depends on axioms: [propext, Classical.choice, Quot.sound]
'CanonicalPurificationPurity.matrix_purity_gain' depends on axioms: [propext, Classical.choice, Quot.sound]
```

## Occupations and the cubic step

The occupations are the eigenvalues of a one-particle density matrix, counted per spin orbital. In Lean they are a function `x : ι → ℝ` on a finite index type. Their sum is the number of electrons. A Slater determinant has only occupations 0 and 1, and purification is meant to drive an approximate density matrix towards that form.

For a real parameter c, write

m = max(c, 1−c)

w_i = x_i(1−x_i)

y_i = x_i + w_i(x_i−c)/m

The map from x_i to y_i is `purify c (x i)`. It leaves 0 and 1 fixed, lowers a fractional occupation below c and raises one above c. The denominator m sets the step length: for c in [0,1] it is large enough to keep every occupation in [0,1] inside that interval. Writing it as a maximum merges the two branches, c ≤ 1/2 and c ≥ 1/2, in which the method is often stated.

The canonical parameter, `canonicalParam x`, is

c = Σ(x_i²−x_i³) / Σ(x_i−x_i²)

Since x_i²−x_i³ = w_i x_i and x_i−x_i² = w_i, this is the mean occupation with weights w_i, which count only the fractional levels.

The main theorem, `canonical_purification_purity`, has two hypotheses: `hx` puts all occupations in [0,1], and `hfrac` supplies a fractional one. It concludes that

- among all real c, exactly the canonical one conserves the electron count;
- at this c the purity gain has the form given below;
- the purity after the step is at least the purity before it.

Without a fractional occupation every w_i vanishes, any c conserves the count, and uniqueness is lost.

## Electron conservation selects c

The denominator is positive for every real c: if c > 0, then m ≥ c > 0, and otherwise m ≥ 1−c ≥ 1. This is `denominator_pos`, with the same two cases.

Summing the step over all levels gives

Σ y_i = Σ x_i + (1/m) Σ w_i(x_i−c)

Because 1/m is not zero, the count is conserved exactly when

Σ w_i(x_i−c) = 0

This equivalence is `count_conserved_iff_moment`. Expanding the left side turns the condition into

Σ(x_i²−x_i³) − c Σ(x_i−x_i²) = 0

When Σ(x_i−x_i²) is nonzero, the only solution is the canonical quotient, which is `count_conserved_iff_param`. The main theorem obtains the nonzero sum from its hypotheses: every w_i is nonnegative on [0,1], and the fractional level contributes a positive one.

## The purity gain as a variance and a step length

Let d_i = y_i − x_i = w_i(x_i−c)/m. Then

y_i² − x_i² = 2x_i d_i + d_i²

Writing x_i = (x_i−c) + c in the first term and summing gives

Σ y_i² − Σ x_i² = (2/m) Σ w_i(x_i−c)² + (2c/m) Σ w_i(x_i−c) + Σ d_i²

For a count-conserving step the middle sum is zero, which leaves

Σ y_i² − Σ x_i² = (2/m) Σ w_i(x_i−c)² + Σ(y_i−x_i)²

For occupations in [0,1], at least one of them fractional, the first sum on the right is Σ w_i times the variance of the occupations under the normalised weights w_i/Σ w_j. The theorem `purity_gain` proves the identity for any real x_i, with conservation as its only hypothesis. The interval [0,1] enters afterwards, in the main theorem, where it makes the weights nonnegative and hence the gain nonnegative.

The proof turns on how the intermediate statement `key` is phrased. The purity identity holds for the sums but in general not level by level, so comparing its two sides term by term would fail. The statement `key` therefore keeps the middle term: it says that the two sides differ by (2c/m) Σ w_i(x_i−c). This version does hold for each i separately. After the sums have been merged, `Finset.sum_congr` reduces it to one level, and `ring` closes it. That tactic treats `max c (1 - c)` as an indivisible quantity and works with its inverse, so the proof needs neither a case split on c nor a cleared denominator. Only then is the conservation condition inserted, through `rw [h0, mul_zero] at key`.

## If all fractional occupations are equal, nothing moves

The theorem `purity_strict_iff` settles when the gain is positive. For a count-conserving step on occupations in [0,1], the purity rises strictly exactly when two fractional occupations differ.

Suppose first that all fractional occupations have a common value a. The conservation condition becomes

(a−c) Σ w_i = 0

If there is a fractional level, the sum is positive, so a = c and the step leaves that level where it is. Levels at 0 or 1 never move. Hence y_i = x_i throughout, which the proof records as `hfix`, and the purity is unchanged.

Conversely, if two fractional occupations differ, at least one of them is not equal to c. Its contribution w_i(x_i−c)² is positive, and so is the total gain.

A density matrix in which the states of one degenerate level share the same fractional occupation, with all other levels full or empty, is therefore a fixed point of the canonical step. Monotone purity alone does not imply convergence to an idempotent density matrix.

## The same identity for traces

In practice the step is applied to a matrix P without computing its eigenvalues. The definition `purifyMatrix` uses the same cubic polynomial in an orthonormal basis, so no overlap matrix appears. Put

G = P(1−P)(P−c)

P′ = P + G/m

where c inside the product stands for c times the identity. If tr P′ = tr P, then tr G = 0. Expanding the square and using tr(PG) = tr(GP) gives

tr P′² − tr P² = (2/m) tr(GP) + tr((P′−P)²)

Since tr G = 0, tr(GP) = tr(G(P−c)), and therefore

tr P′² − tr P² = (2/m) tr(P(1−P)(P−c)²) + tr((P′−P)²)

This is `matrix_purity_gain`. Its proof replaces the product by the single symbol `G`, derives `trace G = 0`, and applies `trace_mul_comm` after expanding. No diagonalisation is involved, and P may be any complex square matrix. The theorem assumes trace conservation instead of computing c from P, and it states an identity, not an inequality. For a Hermitian P with spectrum in [0,1], the sign follows by applying the scalar result to its eigenvalues.

The theorem `matrix_purity_gain_witness` gives a two-level example in which the trace is conserved and the matrix does change. With c = 1/2, diag(1/4, 3/4) becomes diag(5/32, 27/32). The purity rises from 640/1024 to 754/1024; of the gain of 114/1024, the variance term supplies 96/1024 and the squared step 18/1024.

For linear-scaling electronic structure, the result offers a check on a single canonical step in exact arithmetic, for a finite Hermitian density matrix in an orthonormal basis with occupations in [0,1]: the trace of P² must not drop. A drop in a calculation shows that one of these conditions is violated or the step is wrongly implemented; possible causes include truncation, rounding, an inaccurate c and occupations that have left the interval.
